# With one factor fixed, Gibbs weights of the averaged levels minimise the free energy of a product state

Suppose a mean-field calculation updates one subsystem while the other is held fixed, and takes the new Boltzmann weights from the levels at the other's most probable state. Such an update can raise the free energy, so a falling free energy no longer serves as a check on the iteration. Averaging the levels over the other subsystem's full distribution removes this defect.

Let $i$ and $j$ label the states of two subsystems, each with finitely many and at least one. Let $E_{ij}$ be real joint energies, $b=1/k_BT>0$ the inverse temperature, and $q$ a fixed probability vector. For a joint distribution $P$ define

$$\mathcal F[P]=\sum_{ij}P_{ij}E_{ij}+\frac1b\sum_{ij}P_{ij}\log P_{ij},\qquad 0\log 0=0.$$

Among the products $P_{ij}=p_iq_j$, with $p$ a probability vector, the unique minimiser is

$$g_i=\frac{e^{-b\varepsilon_i}}{Z},\qquad \varepsilon_i=\sum_j q_jE_{ij},\qquad Z=\sum_i e^{-b\varepsilon_i}.$$

## From the joint free energy to a relative entropy

The energy of the product is $\sum_i p_i\varepsilon_i$. Since $\log(p_iq_j)=\log p_i+\log q_j$ for positive weights, terms with a zero weight vanish, and both vectors sum to one,

$$\mathcal F[p\times q]=\sum_i p_i\varepsilon_i+\frac1b\sum_i p_i\log p_i+\frac1b\sum_j q_j\log q_j.$$

The last term does not depend on $p$. In the others, substitute $\varepsilon_i=-(\log g_i+\log Z)/b$:

$$\sum_i p_i\varepsilon_i+\frac1b\sum_i p_i\log p_i=-\frac1b\log Z+\frac1b D(p|g),\qquad D(p|g)=\sum_i p_i(\log p_i-\log g_i).$$

It remains to show that $D>0$ unless $p=g$. For $p_i>0$ and $p_i\neq g_i$, put $t=g_i/p_i$ in $\log t<t-1$ and multiply by $p_i$:

$$p_i(\log p_i-\log g_i)>p_i-g_i.$$

For $p_i=0$ this reads $0>-g_i$, which is true. Where $p_i=g_i$ both sides vanish. The right-hand sides sum to zero, so one differing weight makes $D$ positive.

The minimum is therefore

$$F=-\frac1b\log Z+\frac1b\sum_j q_j\log q_j.$$

The same argument on the joint spectrum gives $\mathcal F[P]\ge-\frac1b\log\sum_{ij}e^{-bE_{ij}}$, with equality only at the joint Gibbs state. Taking $P=g\times q$ shows that $F$ is an upper bound on the exact free energy.

## States, levels and free energy in Lean

The types `ι` and `κ` hold the states of the two subsystems; `α` is any finite spectrum, including the joint one `ι × κ`.

```lean
import Mathlib

open Finset

namespace MeanFieldGibbs

noncomputable section

variable {α ι κ : Type*} [Fintype α] [Fintype ι] [Fintype κ]
```

Distributions are real functions, and `IsProb` supplies nonnegativity and normalisation.

```lean
/-- A probability vector: nonnegative weights that sum to one. -/
structure IsProb (p : α → ℝ) : Prop where
  nonneg : ∀ a, 0 ≤ p a
  sum_one : ∑ a, p a = 1
```

The next definitions are $Z$, the Gibbs weights and $\mathcal F$ for arbitrary levels `H`. Energies and $1/b$ share one unit.

```lean
/-- The partition function of the levels `H` at inverse temperature `b`. -/
def partition (b : ℝ) (H : α → ℝ) : ℝ := ∑ a, Real.exp (-b * H a)

/-- The Gibbs weights of the levels `H`, for a nonempty set of levels. -/
def gibbs (b : ℝ) (H : α → ℝ) (a : α) : ℝ := Real.exp (-b * H a) / partition b H

/-- The free-energy functional, mean energy minus entropy over `b`, for `b ≠ 0`. -/
def freeEnergy (b : ℝ) (H p : α → ℝ) : ℝ :=
  ∑ a, p a * H a + 1 / b * ∑ a, p a * Real.log (p a)
```

`relEntropy` is $D$. The product state is literally $p_iq_j$, and `effLevel` is $\varepsilon_i$.

```lean
/-- The relative entropy of `p` with respect to a vector `g` of positive weights. -/
def relEntropy (p g : α → ℝ) : ℝ := ∑ a, p a * (Real.log (p a) - Real.log (g a))

/-- The product state of two subsystems, with joint weights `p i * q j`. -/
def productState (p : ι → ℝ) (q : κ → ℝ) (x : ι × κ) : ℝ := p x.1 * q x.2

/-- The effective levels of the first subsystem: the energy averaged over `q`. -/
def effLevel (E : ι × κ → ℝ) (q : κ → ℝ) (i : ι) : ℝ := ∑ j, q j * E (i, j)
```

The model is classical, or quantum with a Hamiltonian and states diagonal in one product basis; coherences are absent.

## The Gibbs variational principle

Positivity of $Z$ makes the Gibbs weights a probability vector.

```lean
/-- The partition function of a nonempty finite spectrum is positive. -/
theorem partition_pos [Nonempty α] (b : ℝ) (H : α → ℝ) : 0 < partition b H :=
  Finset.sum_pos (fun _ _ => Real.exp_pos _) Finset.univ_nonempty

/-- The Gibbs weights of a nonempty finite spectrum form a probability vector. -/
theorem gibbs_isProb [Nonempty α] (b : ℝ) (H : α → ℝ) : IsProb (gibbs b H) where
  nonneg a := (div_pos (Real.exp_pos _) (partition_pos b H)).le
  sum_one := by
    simp only [gibbs]
    rw [← Finset.sum_div]
    exact div_self (partition_pos b H).ne'
```

In the next proof, `key` is the inequality for one pair of weights, with $p_i=0$ treated separately. `Finset.sum_lt_sum` then needs a weak inequality everywhere and a strict one at some state `c`.

```lean
/-- The relative entropy of two distinct probability vectors is strictly positive
when the second has only positive weights. -/
theorem relEntropy_pos {p g : α → ℝ} (hp : IsProb p) (hg : IsProb g)
    (hpos : ∀ a, 0 < g a) (hne : p ≠ g) : 0 < relEntropy p g := by
  -- the strict inequality for a single pair of weights
  have key : ∀ x y : ℝ, 0 ≤ x → 0 < y → x ≠ y →
      x - y < x * (Real.log x - Real.log y) := by
    intro x y hx hy h
    rcases hx.eq_or_lt with h0 | h0
    · rw [← h0, zero_mul]
      linarith
    · have h1 : y / x ≠ 1 := fun e => h ((div_eq_one_iff_eq h0.ne').mp e).symm
      have h2 := Real.log_lt_sub_one_of_pos (div_pos hy h0) h1
      rw [Real.log_div hy.ne' h0.ne'] at h2
      have h3 := mul_lt_mul_of_pos_left h2 h0
      have h4 : x * (y / x - 1) = y - x := by field_simp
      rw [h4] at h3
      linarith
  have h0 : ∑ a, (p a - g a) = 0 := by
    rw [Finset.sum_sub_distrib, hp.sum_one, hg.sum_one, sub_self]
  have h1 : ∑ a, (p a - g a) < relEntropy p g := by
    obtain ⟨c, hc⟩ := Function.ne_iff.mp hne
    refine Finset.sum_lt_sum (fun a _ => ?_)
      ⟨c, Finset.mem_univ c, key _ _ (hp.nonneg c) (hpos c) hc⟩
    by_cases e : p a = g a
    · rw [e]
      simp
    · exact (key _ _ (hp.nonneg a) (hpos a) e).le
  linarith
```

The identity for $\mathcal F$ follows by expanding $\log g$ in `ht` and summing in `hr`. It uses the normalisation of $p$, and of $b$ it requires only $b\neq0$.

```lean
/-- For `b ≠ 0`, the free energy of a probability vector is `-(1/b) log Z` plus `1/b` times
its relative entropy with respect to the Gibbs weights. -/
theorem freeEnergy_eq [Nonempty α] {b : ℝ} (hb : b ≠ 0) (H : α → ℝ) {p : α → ℝ}
    (hp : IsProb p) : freeEnergy b H p =
      -(1 / b) * Real.log (partition b H) + 1 / b * relEntropy p (gibbs b H) := by
  have ht : ∀ a, p a * (Real.log (p a) - Real.log (gibbs b H a)) =
      p a * Real.log (p a) + b * (p a * H a) + p a * Real.log (partition b H) := by
    intro a
    rw [gibbs, Real.log_div (Real.exp_pos _).ne' (partition_pos b H).ne', Real.log_exp]
    ring
  have hr : relEntropy p (gibbs b H) = ∑ a, p a * Real.log (p a)
      + b * ∑ a, p a * H a + Real.log (partition b H) := by
    unfold relEntropy
    rw [Finset.sum_congr rfl (fun a _ => ht a), Finset.sum_add_distrib,
      Finset.sum_add_distrib, ← Finset.mul_sum, ← Finset.sum_mul, hp.sum_one, one_mul]
  have hb1 : 1 / b * b = 1 := by field_simp
  rw [freeEnergy, hr]
  linear_combination (-(∑ a, p a * H a)) * hb1
```

Setting $p=g$ removes the relative entropy.

```lean
/-- For `b ≠ 0`, the free energy of the Gibbs weights is `-(1/b) log Z`. -/
theorem freeEnergy_gibbs [Nonempty α] {b : ℝ} (hb : b ≠ 0) (H : α → ℝ) :
    freeEnergy b H (gibbs b H) = -(1 / b) * Real.log (partition b H) := by
  rw [freeEnergy_eq hb H (gibbs_isProb b H)]
  simp [relEntropy]
```

The sign of $b$ enters here: multiplying $D>0$ by $1/b>0$ preserves the inequality.

```lean
/-- Gibbs variational principle: for `b > 0`, every probability vector other than the
Gibbs weights has a strictly larger free energy. -/
theorem gibbs_variational [Nonempty α] {b : ℝ} (hb : 0 < b) (H : α → ℝ) {p : α → ℝ}
    (hp : IsProb p) (hne : p ≠ gibbs b H) :
    freeEnergy b H (gibbs b H) < freeEnergy b H p := by
  have h := relEntropy_pos hp (gibbs_isProb b H)
    (fun a => div_pos (Real.exp_pos _) (partition_pos b H)) hne
  have h2 := mul_pos (one_div_pos.mpr hb) h
  rw [freeEnergy_gibbs hb.ne' H, freeEnergy_eq hb.ne' H hp]
  linarith
```

## The minimiser and its bound

`ht` now splits the logarithm, with separate cases for vanishing weights; `hS` and `hE` sum the entropy and energy terms.

```lean
/-- The free energy of a product of probability vectors is that of `p` in the effective
levels plus the entropy term of `q`. -/
theorem freeEnergy_product (b : ℝ) (E : ι × κ → ℝ) {p : ι → ℝ} {q : κ → ℝ}
    (hp : IsProb p) (hq : IsProb q) : freeEnergy b E (productState p q) =
      freeEnergy b (effLevel E q) p + 1 / b * ∑ j, q j * Real.log (q j) := by
  -- the logarithm splits, also where a weight vanishes
  have ht : ∀ i j, p i * q j * Real.log (p i * q j) =
      p i * Real.log (p i) * q j + p i * (q j * Real.log (q j)) := by
    intro i j
    by_cases hi : p i = 0
    · simp [hi]
    by_cases hj : q j = 0
    · simp [hj]
    rw [Real.log_mul hi hj]
    ring
  have hS : ∑ x, productState p q x * Real.log (productState p q x) =
      ∑ i, p i * Real.log (p i) + ∑ j, q j * Real.log (q j) := by
    rw [Fintype.sum_prod_type]
    simp only [productState, ht, Finset.sum_add_distrib, ← Finset.mul_sum,
      ← Finset.sum_mul, hp.sum_one, hq.sum_one, mul_one, one_mul]
  have hE : ∑ x, productState p q x * E x = ∑ i, p i * effLevel E q i := by
    rw [Fintype.sum_prod_type]
    refine Finset.sum_congr rfl fun i _ => ?_
    simp only [effLevel, productState, Finset.mul_sum, mul_assoc]
  rw [freeEnergy, freeEnergy, hS, hE]
  ring
```

The main theorem states that $g$ is a probability vector and that every other `p` gives a strictly larger joint free energy. Its proof rewrites both sides by the product formula, cancels the $q$ term and applies the variational principle to the effective levels.

```lean
/-- Mean-field minimiser: for `b > 0` and a fixed probability vector `q`, the Gibbs weights
of the effective levels are the unique minimiser of the free energy of `p × q` over
probability vectors `p`. -/
theorem meanField_minimiser [Nonempty ι] {b : ℝ} (hb : 0 < b) (E : ι × κ → ℝ)
    {q : κ → ℝ} (hq : IsProb q) :
    IsProb (gibbs b (effLevel E q)) ∧
      ∀ p : ι → ℝ, IsProb p → p ≠ gibbs b (effLevel E q) →
        freeEnergy b E (productState (gibbs b (effLevel E q)) q) <
          freeEnergy b E (productState p q) := by
  refine ⟨gibbs_isProb _ _, fun p hp hne => ?_⟩
  rw [freeEnergy_product b E (gibbs_isProb _ _) hq, freeEnergy_product b E hp hq]
  linarith [gibbs_variational hb (effLevel E q) hp hne]
```

The last theorem compares $F$ with the exact free energy. Only `ι` is assumed nonempty, because a normalised `q` already forces `κ` to be so. The proof identifies $F$ as the free energy of $g\times q$, then distinguishes whether that product is the joint Gibbs state.

```lean
/-- For `b > 0` and a probability vector `q`, the exact free energy is at most the
mean-field minimum, with equality exactly when the minimising product state is the joint
Gibbs state. -/
theorem meanField_bound [Nonempty ι] {b : ℝ} (hb : 0 < b) (E : ι × κ → ℝ)
    {q : κ → ℝ} (hq : IsProb q) :
    let F := -(1 / b) * Real.log (partition b (effLevel E q))
      + 1 / b * ∑ j, q j * Real.log (q j);
    -(1 / b) * Real.log (partition b E) ≤ F ∧
      (-(1 / b) * Real.log (partition b E) = F ↔
        productState (gibbs b (effLevel E q)) q = gibbs b E) := by
  intro F
  have hκ : Nonempty κ := by
    by_contra h
    rw [not_nonempty_iff] at h
    have h2 := hq.sum_one
    simp at h2
  have hg := gibbs_isProb b (effLevel E q)
  have hP : IsProb (productState (gibbs b (effLevel E q)) q) := by
    refine ⟨fun x => mul_nonneg (hg.nonneg x.1) (hq.nonneg x.2), ?_⟩
    rw [Fintype.sum_prod_type]
    simp only [productState, ← Finset.mul_sum, hq.sum_one, mul_one, hg.sum_one]
  -- F is the free energy of the optimal product state
  have hF : F = freeEnergy b E (productState (gibbs b (effLevel E q)) q) := by
    have h1 := freeEnergy_product b E hg hq
    rw [freeEnergy_gibbs hb.ne'] at h1
    exact h1.symm
  rw [hF, ← freeEnergy_gibbs hb.ne' E]
  by_cases h : productState (gibbs b (effLevel E q)) q = gibbs b E
  · rw [h]
    exact ⟨le_rfl, iff_of_true rfl rfl⟩
  · have hlt := gibbs_variational hb E hP h
    exact ⟨hlt.le, iff_of_false hlt.ne h⟩

end

end MeanFieldGibbs
```

```lean
#print axioms MeanFieldGibbs.freeEnergy_product
-- 'MeanFieldGibbs.freeEnergy_product' depends on axioms: [propext, Classical.choice, Quot.sound]
#print axioms MeanFieldGibbs.meanField_minimiser
-- 'MeanFieldGibbs.meanField_minimiser' depends on axioms: [propext, Classical.choice, Quot.sound]
#print axioms MeanFieldGibbs.meanField_bound
-- 'MeanFieldGibbs.meanField_bound' depends on axioms: [propext, Classical.choice, Quot.sound]
```

## One update in a mean-field code

For a finite classical model of two coupled subsystems, a code forms `eps = E @ q`, subtracts the smallest entry to avoid overflow, exponentiates $-b\varepsilon_i$ and normalises. It then exchanges the roles of $p$ and $q$ and repeats. No exact update raises the free energy, so an increase beyond rounding error signals a bug, though the iteration may still settle on a product state that is not the best one overall.
